# The powder-averaged elastic incoherent structure factor of N distinct, equally occupied sites equals 1 at Q = 0 and tends to 1/N as Q → ∞

The theorem `eisf_zero_and_limit` concerns a finite number N ≥ 1 of fixed, pairwise distinct sites `r i` in three-dimensional Euclidean space, each occupied with the same weight 1/N. The structure factor is defined as (1/N²) times the double sum over i, j of `powderAvg (Q * ‖r i - r j‖)`, where `powderAvg x` is half the integral of cos(x u) over the direction cosine u ∈ [-1, 1]; it equals 1 at x = 0 and sin x / x otherwise. The statement is that this function equals 1 at Q = 0 and tends to 1/N as Q → ∞. The attempt rewrites `eisf r` as `eisfWeighted` with all weights 1/N and takes from `eisfWeighted_tendsto` the fact `h` that the limit is the sum of the squared weights. It then proves `hs`, that this sum equals 1/N, and tries to finish by rewriting the goal backwards with `hs` and simplifying.

This version doesn't compile in Lean 4 with Mathlib:

```lean
import Mathlib

open Filter Topology

namespace PowderEISF

noncomputable section

/-- Positions in three-dimensional Euclidean space. -/
abbrev Space := EuclideanSpace ℝ (Fin 3)

/-- Powder average of the phase factor: half the integral of `cos (x u)` over the
direction cosine `u ∈ [-1, 1]`. -/
def powderAvg (x : ℝ) : ℝ := (1 / 2) * ∫ u in (-1 : ℝ)..1, Real.cos (x * u)

/-- Powder-averaged elastic incoherent structure factor for `N` equally occupied sites `r i`. -/
def eisf {N : ℕ} (r : Fin N → Space) (Q : ℝ) : ℝ :=
  (1 / (N : ℝ) ^ 2) * ∑ i, ∑ j, powderAvg (Q * ‖r i - r j‖)

/-- Powder-averaged elastic incoherent structure factor for sites `r i` with weights `p i`. -/
def eisfWeighted {N : ℕ} (p : Fin N → ℝ) (r : Fin N → Space) (Q : ℝ) : ℝ :=
  ∑ i, ∑ j, p i * p j * powderAvg (Q * ‖r i - r j‖)

/-- The powder average at zero argument equals one. -/
theorem powderAvg_zero : powderAvg 0 = 1 := by
  unfold powderAvg
  simp only [zero_mul, Real.cos_zero, intervalIntegral.integral_const, smul_eq_mul]
  norm_num

/-- For nonzero `x` the powder average satisfies `x * powderAvg x = sin x`. -/
theorem mul_powderAvg {x : ℝ} (hx : x ≠ 0) : x * powderAvg x = Real.sin x := by
  -- the antiderivative of cos (x u) is sin (x u) / x
  have hd : ∀ u ∈ Set.uIcc (-1 : ℝ) 1,
      HasDerivAt (fun u => Real.sin (x * u) / x) (Real.cos (x * u)) u := by
    intro u _
    have h := (((hasDerivAt_id' u).const_mul x).sin).div_const x
    refine h.congr_deriv ?_
    field_simp
  have hc : Continuous fun u : ℝ => Real.cos (x * u) := by fun_prop
  have hI := intervalIntegral.integral_eq_sub_of_hasDerivAt hd (hc.intervalIntegrable _ _)
  unfold powderAvg
  rw [hI]
  simp only [mul_one, mul_neg, Real.sin_neg]
  field_simp
  ring

/-- For a positive distance `d`, the powder average at `Q d` tends to zero as `Q → ∞`. -/
theorem powderAvg_tendsto_zero {d : ℝ} (hd : 0 < d) :
    Tendsto (fun Q : ℝ => powderAvg (Q * d)) atTop (𝓝 0) := by
  have h0 : Tendsto powderAvg atTop (𝓝 0) := by
    -- squeeze with the bound 1 / x
    refine squeeze_zero_norm' ?_ tendsto_inv_atTop_zero
    filter_upwards [eventually_gt_atTop (0 : ℝ)] with x hx
    have h1 : x * |powderAvg x| ≤ 1 := by
      have h2 := Real.abs_sin_le_one x
      rwa [← mul_powderAvg hx.ne', abs_mul, abs_of_pos hx] at h2
    rw [Real.norm_eq_abs, inv_eq_one_div, le_div_iff₀ hx]
    linarith [mul_comm x |powderAvg x|]
  exact h0.comp (tendsto_id.atTop_mul_const hd)

/-- For weights summing to one, the weighted structure factor equals one at `Q = 0`. -/
theorem eisfWeighted_zero {N : ℕ} (p : Fin N → ℝ) (r : Fin N → Space) (hp : ∑ i, p i = 1) :
    eisfWeighted p r 0 = 1 := by
  unfold eisfWeighted
  simp only [zero_mul, powderAvg_zero, mul_one]
  rw [← Finset.sum_mul_sum, hp, one_mul]

/-- For distinct sites, the weighted structure factor tends to `∑ i, p i ^ 2` as `Q → ∞`. -/
theorem eisfWeighted_tendsto {N : ℕ} (p : Fin N → ℝ) (r : Fin N → Space)
    (hr : Function.Injective r) :
    Tendsto (eisfWeighted p r) atTop (𝓝 (∑ i, p i ^ 2)) := by
  -- diagonal terms are constant, off-diagonal terms die out
  have hterm : ∀ i j : Fin N,
      Tendsto (fun Q : ℝ => p i * p j * powderAvg (Q * ‖r i - r j‖)) atTop
        (𝓝 (if i = j then p i ^ 2 else 0)) := by
    intro i j
    by_cases hij : i = j
    · subst hij
      simp only [sub_self, norm_zero, mul_zero, powderAvg_zero, mul_one, if_true, sq]
      exact tendsto_const_nhds
    · have hd : 0 < ‖r i - r j‖ := norm_pos_iff.mpr (sub_ne_zero.mpr fun h => hij (hr h))
      have h := (powderAvg_tendsto_zero hd).const_mul (p i * p j)
      rw [mul_zero] at h
      rw [if_neg hij]
      exact h
  have hsum := tendsto_finsetSum Finset.univ fun i _ =>
    tendsto_finsetSum Finset.univ fun j _ => hterm i j
  have hlim : (∑ i : Fin N, ∑ j : Fin N, if i = j then p i ^ 2 else 0) = ∑ i, p i ^ 2 := by
    simp
  rw [hlim] at hsum
  exact hsum

/-- The equal-occupation structure factor is the weighted one with all weights `1 / N`. -/
theorem eisf_eq_weighted {N : ℕ} (r : Fin N → Space) :
    eisf r = eisfWeighted (fun _ => 1 / (N : ℝ)) r := by
  funext Q
  unfold eisf eisfWeighted
  rw [Finset.mul_sum]
  refine Finset.sum_congr rfl fun i _ => ?_
  rw [Finset.mul_sum]
  refine Finset.sum_congr rfl fun j _ => ?_
  ring

/-- For `N ≥ 1` distinct, equally occupied sites the powder-averaged elastic incoherent
structure factor equals one at `Q = 0` and tends to `1 / N` as `Q → ∞`. -/
theorem eisf_zero_and_limit {N : ℕ} (hN : 1 ≤ N) (r : Fin N → Space)
    (hr : Function.Injective r) :
    eisf r 0 = 1 ∧ Tendsto (eisf r) atTop (𝓝 (1 / (N : ℝ))) := by
  have hne : (N : ℝ) ≠ 0 := Nat.cast_ne_zero.mpr (by omega)
  rw [eisf_eq_weighted]
  constructor
  · apply eisfWeighted_zero
    rw [Finset.sum_const, Finset.card_univ, Fintype.card_fin, nsmul_eq_mul]
    field_simp
  · have h := eisfWeighted_tendsto (fun _ => 1 / (N : ℝ)) r hr
    -- N equal weights give N * (1 / N) ^ 2 = 1 / N
    have hs : (∑ _i : Fin N, (1 / (N : ℝ)) ^ 2) = 1 / (N : ℝ) := by
      rw [Finset.sum_const, Finset.card_univ, Fintype.card_fin, nsmul_eq_mul]
      field_simp
    rw [← hs]
    simpa using h

end

end PowderEISF
```

Messages:

```
Main.lean:121:4: error: Type mismatch: After simplification, term
  h
 has type
  Tendsto (eisfWeighted (fun x => (↑N)⁻¹) r) atTop (𝓝 (↑N * (↑N ^ 2)⁻¹))
but is expected to have type
  Tendsto (eisfWeighted (fun x => ↑N * (↑N ^ 2)⁻¹) r) atTop (𝓝 (↑N * (↑N ^ 2)⁻¹))
```

Lean accepts the file once it reads:

```diff
@@ -118,6 +118,5 @@
       rw [Finset.sum_const, Finset.card_univ, Fintype.card_fin, nsmul_eq_mul]
       field_simp
-    rw [← hs]
-    simpa using h
+    exact h.mono_right (le_of_eq (congrArg nhds hs))
 
 end
```

Diagnosis. The message says that, after `simp`, `h` and the goal agree on the limit, `𝓝 (↑N * (↑N ^ 2)⁻¹)`, but concern different functions: the weights are `(↑N)⁻¹` in `h` and `↑N * (↑N ^ 2)⁻¹` in the goal.

The source is `rw [← hs]`. In the goal, `1 / (N : ℝ)` occurs twice: as the limit point and as the body of the weight function `fun _ => 1 / (N : ℝ)`. `rw` replaces every instance of the pattern, so the weights also became the sum of squares. `simp` evaluated that sum to `↑N * (↑N ^ 2)⁻¹` in both places and did not cancel it further, while in `h` the untouched weights became `(↑N)⁻¹`.

The repair removes both the rewrite and the simplification, so the goal's weights stay as they are in `h`. `congrArg nhds hs` gives equality of the two neighbourhood filters, `le_of_eq` weakens it to `≤`, and `h.mono_right` carries the convergence from the filter at the sum to the filter at `1 / N`. Only the target filter changes.
